# Ratio of Slater-determinant overlaps when the amplitudes on two sites are rescaled

For two Slater determinants on finitely many sites, with orbital matrices `L` and `R` and non-zero overlap det(L†R), `overlap_pair` states what happens to the overlap when `R` is replaced by (1 + aP_k + bP_l)R, where P_k and P_l project on sites k and l. It is multiplied by (1 + aF_kk)(1 + bF_ll) − abF_klF_lk, where F = R(L†R)⁻¹L† is the mixed one-body density matrix. The orbitals need not be orthonormal, a and b are any complex numbers, and k and l may coincide. The proof takes the factor det(1 + DF) from `overlap_one_body`, with D = aP_k + bP_l, writes DF as a product `C * W` through a two-dimensional space, and passes to the 2×2 determinant of 1 + `W * C`, whose entries it then has to compute.

The first attempt, which Lean rejects:

```lean
import Mathlib

open scoped Matrix

namespace ProjectorMonteCarloUpdate

noncomputable section

variable {m n : Type*} [Fintype m] [DecidableEq m] [Fintype n] [DecidableEq n]

/-- The overlap `det (Lᴴ R)` of two Slater determinants with orbital matrices `L` and `R`
(rows are sites, columns are particles). -/
def overlap (L R : Matrix m n ℂ) : ℂ := (Lᴴ * R).det

/-- The mixed one-body density matrix `F = R (Lᴴ R)⁻¹ Lᴴ` of two Slater determinants. -/
def density (L R : Matrix m n ℂ) : Matrix m m ℂ := R * (Lᴴ * R)⁻¹ * Lᴴ

/-- The projector `e_k e_kᵀ` on site `k`. -/
def siteProj (k : m) : Matrix m m ℂ := Matrix.diagonal fun i => if i = k then 1 else 0

/-- Acting with `1 + D` on the right determinant, for any one-body matrix `D`, multiplies the
overlap by `det (1 + D F)`, provided the old overlap is non-zero. -/
theorem overlap_one_body {L R : Matrix m n ℂ} (hS : overlap L R ≠ 0) (D : Matrix m m ℂ) :
    overlap L ((1 + D) * R) = overlap L R * (1 + D * density L R).det := by
  have hu : IsUnit (Lᴴ * R).det := isUnit_iff_ne_zero.mpr hS
  -- factor the old overlap matrix out of the new one
  have h : Lᴴ * ((1 + D) * R)
      = (Lᴴ * R) * (1 + ((Lᴴ * R)⁻¹ * Lᴴ) * (D * R)) := by
    rw [Matrix.mul_add, Matrix.mul_one, Matrix.mul_assoc (Lᴴ * R)⁻¹,
      ← Matrix.mul_assoc (Lᴴ * R) (Lᴴ * R)⁻¹, Matrix.mul_nonsing_inv _ hu, Matrix.one_mul,
      Matrix.add_mul, Matrix.one_mul, Matrix.mul_add]
  unfold overlap density
  -- pass from a determinant over particles to one over sites
  rw [h, Matrix.det_mul, Matrix.det_one_add_mul_comm ((Lᴴ * R)⁻¹ * Lᴴ) (D * R)]
  simp only [Matrix.mul_assoc]

/-- Replacing `R` by `(1 + a P_k + b P_l) R` multiplies a non-zero overlap by `(1 + a F_kk)(1 + b
F_ll) - a b F_kl F_lk`. -/
theorem overlap_pair {L R : Matrix m n ℂ} (hS : overlap L R ≠ 0) (k l : m) (a b : ℂ) :
    overlap L ((1 + (a • siteProj k + b • siteProj l)) * R) = overlap L R *
      ((1 + a * density L R k k) * (1 + b * density L R l l)
        - a * b * density L R k l * density L R l k) := by
  rw [overlap_one_body hS]
  congr 1
  generalize density L R = F
  -- the perturbation has rank at most two
  let C : Matrix m (Fin 2) ℂ :=
    Matrix.of fun i => ![if i = k then a else 0, if i = l then b else 0]
  let W : Matrix (Fin 2) m ℂ := Matrix.of ![F k, F l]
  have h : (a • siteProj k + b • siteProj l) * F = C * W := by
    ext i j
    have e : ∀ (p : m) (c : ℂ),
        c * ((if i = p then 1 else 0) * F i j) = (if i = p then c else 0) * F p j := by
      intro p c
      by_cases hp : i = p
      · simp [hp]
      · simp [hp]
    rw [Matrix.add_mul, Matrix.smul_mul, Matrix.smul_mul, Matrix.mul_apply, Fin.sum_univ_two]
    simp only [Matrix.add_apply, Matrix.smul_apply, siteProj, Matrix.diagonal_mul, smul_eq_mul]
    rw [e k a, e l b]
    simp [C, W]
  rw [h, Matrix.det_one_add_mul_comm C W, Matrix.det_fin_two]
  simp [C, W, Matrix.mul_apply]
  ring

end

end ProjectorMonteCarloUpdate
```

Messages:

```
Try this:
  [apply] ring_nf
  
  The `ring` tactic failed to close the goal. Use `ring_nf` to obtain a normal form.
    
  Note that `ring` works primarily in *commutative* rings. If you have a noncommutative ring, abelian group or module, consider using `noncomm_ring`, `abel` or `module` instead.
Main.lean:42:56: error: unsolved goals
case e_a
m : Type u_1
n : Type u_2
inst✝³ : Fintype m
inst✝² : DecidableEq m
inst✝¹ : Fintype n
inst✝ : DecidableEq n
L R : Matrix m n ℂ
hS : overlap L R ≠ 0
k l : m
a b : ℂ
F : Matrix m m ℂ
C : Matrix m (Fin 2) ℂ := Matrix.of fun i => ![if i = k then a else 0, if i = l then b else 0]
W : Matrix (Fin 2) m ℂ := Matrix.of ![F k, F l]
h : (a • siteProj k + b • siteProj l) * F = C * W
⊢ 1 + (F k ᵥ* Matrix.of fun i => ![if i = k then a else 0, if i = l then b else 0]) 0 +
          (F k ᵥ* Matrix.of fun i => ![if i = k then a else 0, if i = l then b else 0]) 0 *
            (F l ᵥ* Matrix.of fun i => ![if i = k then a else 0, if i = l then b else 0]) 1 +
        (F l ᵥ* Matrix.of fun i => ![if i = k then a else 0, if i = l then b else 0]) 1 -
      (F k ᵥ* Matrix.of fun i => ![if i = k then a else 0, if i = l then b else 0]) 1 *
        (F l ᵥ* Matrix.of fun i => ![if i = k then a else 0, if i = l then b else 0]) 0 =
    1 + a * F k k + a * F k k * b * F l l - a * b * F k l * F l k + b * F l l
Main.lean:63:14: warning: This simp argument is unused:
  Matrix.mul_apply

Hint: Omit it from the simp argument list.
  [apply] simp [C, W]

Note: This linter can be disabled with `set_option linter.unusedSimpArgs false`
```

Diagnosis. The mathematics is sound; the failure lies in computing the entries of `W * C`. With `C` and `W` unfolded, `simp` used the explicit rows of `W` to turn the product into vector-matrix products, such as `(F k ᵥ* Matrix.of …) 0`. No entry of a matrix product was left for `Matrix.mul_apply` to expand, which is why the linter calls that argument unused. The sums over sites therefore never appeared, and the `if` conditions could not pick out single terms. `ring` treats the vector-matrix entries as unknown quantities, so it cannot identify them with `F k k * a` and the like, and the goal stays open.

The repair computes the four entries separately. In each, `rw [Matrix.mul_apply]` acts while `W * C` is still folded, `change` writes out the sum, and `simp` reduces it to one term. The final `simp only` does not unfold `C` or `W`, so these four equations apply; it also evaluates the entries of the identity matrix. What remains is a polynomial identity, which `ring` proves.

Fix (accepted with no message):

```diff
@@ -61,5 +61,23 @@
     simp [C, W]
   rw [h, Matrix.det_one_add_mul_comm C W, Matrix.det_fin_two]
-  simp [C, W, Matrix.mul_apply]
+  have e00 : (W * C) 0 0 = F k k * a := by
+    rw [Matrix.mul_apply]
+    change ∑ x, F k x * (if x = k then a else 0) = _
+    simp
+  have e01 : (W * C) 0 1 = F k l * b := by
+    rw [Matrix.mul_apply]
+    change ∑ x, F k x * (if x = l then b else 0) = _
+    simp
+  have e10 : (W * C) 1 0 = F l k * a := by
+    rw [Matrix.mul_apply]
+    change ∑ x, F l x * (if x = k then a else 0) = _
+    simp
+  have e11 : (W * C) 1 1 = F l l * b := by
+    rw [Matrix.mul_apply]
+    change ∑ x, F l x * (if x = l then b else 0) = _
+    simp
+  simp only [Matrix.add_apply, e00, e01, e10, e11, Matrix.one_apply_eq,
+    Matrix.one_apply_ne (show (0 : Fin 2) ≠ 1 by decide),
+    Matrix.one_apply_ne (show (1 : Fin 2) ≠ 0 by decide)]
   ring
 
```
